# From the band edge, the self-consistent Kane mass iteration converges to the Kane energy from alternating sides

An electron in a narrow-gap semiconductor becomes heavier as its energy above the band edge grows. Its energy at a given wave vector can be computed from a mass, but that mass depends on the energy being sought. A natural procedure is to guess the energy, evaluate the mass there, recompute the energy and repeat. Does this settle down, and how fast?

In the isotropic two-band Kane model, let $s$ be the kinetic energy that the band-edge mass would give, and let $g>0$ be the energy scale of nonparabolicity, which is the band gap in the simplest version. The energy $r$, measured from the band edge, satisfies
$$r\,(1+r/g)=s .$$
This relation is taken as given, not derived from a band Hamiltonian.

```lean
import Mathlib

open Filter Topology

namespace KaneSelfConsistentMass

noncomputable section
```

The mass used here, $m(E)$, is the one for which the energy at wave vector $k$ is $E=\hbar^2k^2/(2m(E))$. By the Kane relation, its ratio to the band-edge mass is $1+E/g$. The mass defined by the group velocity $v$, namely $\hbar k/v$, has the ratio $1+2E/g$ instead.

```lean
/-- Ratio `1 + E / g` of the energy-dependent mass `m(E)` to the band-edge mass in the Kane model,
for a nonzero gap parameter `g`. Here `m(E)` is defined by `E = ħ² k² / (2 m(E))`, not by the group
velocity. -/
def massRatio (g E : ℝ) : ℝ := 1 + E / g
```

One update divides $s$ by the mass ratio at the old energy:
$$E'=\frac{s}{1+E/g}=\frac{sg}{g+E}.$$

```lean
/-- One self-consistent update: the parabolic kinetic energy `s` is divided by the mass ratio
at the old energy `E`. The domain is `g ≠ 0` and `g + E ≠ 0`. -/
def kaneStep (s g E : ℝ) : ℝ := s / massRatio g E
```

Repeating it from an initial guess $E_0$ gives $E_1,E_2,\dots$; in Lean, $E_n$ is `energyIter s g E₀ n`.

```lean
/-- The energies produced by repeating the self-consistent update from the initial guess `E₀`. -/
def energyIter (s g E₀ : ℝ) : ℕ → ℝ
  | 0 => E₀
  | n + 1 => kaneStep s g (energyIter s g E₀ n)
```

## The positive Kane energy

All quantities are real numbers in a common energy unit. Since $1+r/g=(g+r)/g$, multiplying the Kane relation by $g$ gives $r(g+r)=sg$.

```lean
variable {s g r E₀ : ℝ}

/-- For a positive gap parameter, the Kane relation `r (1 + r / g) = s` is the quadratic
equation `r (g + r) = s g`. -/
theorem kane_relation_iff (hg : 0 < g) :
    r * massRatio g r = s ↔ r * (g + r) = s * g := by
  have e : massRatio g r = (g + r) / g := by
    unfold massRatio
    rw [add_div, div_self hg.ne']
  rw [e, ← mul_div_assoc, div_eq_iff hg.ne']
```

For $s>0$, the quadratic $r^2+gr-sg=0$ has roots of opposite sign, and the positive one is
$$r=\tfrac12\left(\sqrt{g^2+4gs}-g\right).$$
In the forward direction, the proof uses $g^2+4gs=(g+2r)^2$ to evaluate the square root. In the other, it checks that the square root exceeds $g$, so that $r>0$, and substitutes. Every positive $s$ and $g$ therefore admits exactly one $r$ of the kind assumed below, where `hr` states $r>0$ and `h` states the Kane relation.

```lean
/-- For positive `s` and `g`, the Kane relation has exactly one positive solution, given by
the explicit nonparabolic dispersion formula. -/
theorem kane_energy_iff (hs : 0 < s) (hg : 0 < g) :
    (0 < r ∧ r * massRatio g r = s) ↔ r = (√(g ^ 2 + 4 * g * s) - g) / 2 := by
  rw [kane_relation_iff hg]
  constructor
  · rintro ⟨hr, h⟩
    -- the discriminant is a perfect square
    have e : g ^ 2 + 4 * g * s = (g + 2 * r) ^ 2 := by linear_combination -4 * h
    rw [e, Real.sqrt_sq (by positivity)]
    ring
  · intro h
    have hsq : √(g ^ 2 + 4 * g * s) ^ 2 = g ^ 2 + 4 * g * s :=
      Real.sq_sqrt (by positivity)
    have hlt : g < √(g ^ 2 + 4 * g * s) := by
      rw [Real.lt_sqrt hg.le]
      have : 0 < 4 * g * s := by positivity
      linarith
    refine ⟨by linarith, ?_⟩
    rw [h]
    linear_combination hsq / 4
```

## One update reverses the error

The Kane relation makes $s$ positive. If $E_n\ge0$, then $E_{n+1}=s/(1+E_n/g)\ge0$, so by induction a non-negative start keeps every denominator $g+E_n$ positive.

```lean
/-- If the Kane relation holds at a positive energy `r` with `g > 0`, all iterates from a
non-negative initial guess are non-negative. -/
theorem energyIter_nonneg (hg : 0 < g) (hr : 0 < r) (h : r * massRatio g r = s)
    (h₀ : 0 ≤ E₀) (n : ℕ) : 0 ≤ energyIter s g E₀ n := by
  have hs : 0 ≤ s := by
    rw [← h]
    unfold massRatio
    positivity
  induction n with
  | zero => exact h₀
  | succ n ih =>
    change 0 ≤ s / (1 + energyIter s g E₀ n / g)
    positivity
```

Replacing $sg$ by $r(g+r)$ gives the error after one update:
$$E'-r=\frac{r(g+r)-r(g+E)}{g+E}=-\frac{r}{g+E}(E-r).$$
The Lean proof makes the same replacement through `kane_relation_iff`.

```lean
/-- For `g > 0` and a non-negative energy `E`, one update multiplies the deviation from a
solution `r` of the Kane relation by `-r / (g + E)`. -/
theorem error_step (hg : 0 < g) (h : r * massRatio g r = s) {E : ℝ} (hE : 0 ≤ E) :
    kaneStep s g E - r = -(r / (g + E)) * (E - r) := by
  have hne : g + E ≠ 0 := by positivity
  have e : massRatio g E = (g + E) / g := by
    unfold massRatio
    rw [add_div, div_self hg.ne']
  unfold kaneStep
  rw [e, div_div_eq_mul_div, ← (kane_relation_iff hg).mp h]
  linear_combination r * div_self hne
```

## A geometric sequence behind the iteration

The error can grow at first: from $E_0=0$ its first factor is $-r/g$, larger than one in size when $r>g$. The second fixed point of the update, $-(g+r)$, supplies a better variable. The distance to it obeys
$$E'+g+r=\frac{r(g+r)}{g+E}+g+r=\frac{g+r}{g+E}(E+g+r).$$
Dividing the error identity by this cancels $g+E$. With
$$w_n=\frac{E_n-r}{E_n+g+r},\qquad q=-\frac{r}{g+r},$$
we get $w_{n+1}=qw_n$, hence $w_n=q^nw_0$. In the proof, `h1` is the error identity, `h2` the distance identity and `h3` their quotient.

```lean
/-- Exact solution of the iteration: for `g, r > 0` satisfying the Kane relation and a non-negative
initial guess, the quantity `(E - r) / (E + g + r)` is geometric with ratio `-r / (g + r)`. -/
theorem energyIter_closed_form (hg : 0 < g) (hr : 0 < r) (h : r * massRatio g r = s)
    (h₀ : 0 ≤ E₀) (n : ℕ) :
    (energyIter s g E₀ n - r) / (energyIter s g E₀ n + g + r)
      = (-(r / (g + r))) ^ n * ((E₀ - r) / (E₀ + g + r)) := by
  induction n with
  | zero => simp [energyIter]
  | succ n ih =>
    have hy := energyIter_nonneg hg hr h h₀ n
    change (kaneStep s g (energyIter s g E₀ n) - r) /
      (kaneStep s g (energyIter s g E₀ n) + g + r) = _
    generalize energyIter s g E₀ n = y at hy ih ⊢
    have hne : g + y ≠ 0 := by positivity
    have h1 := error_step hg h hy
    -- distance to the second fixed point `-(g + r)`
    have h2 : kaneStep s g y + g + r = (g + r) / (g + y) * (y + g + r) := by
      linear_combination h1 - (g + 2 * r) * div_self hne
    have h3 : -(r / (g + y)) * (y - r) / ((g + r) / (g + y) * (y + g + r))
        = -(r / (g + r)) * ((y - r) / (y + g + r)) := by
      field_simp
    rw [h1, h2, h3, ih]
    ring
```

## Alternation and convergence

Multiplying the error identity by $E_n-r$ gives
$$(E_{n+1}-r)(E_n-r)=-\frac{r}{g+E_n}(E_n-r)^2 .$$
This is negative if $E_n\ne r$. It also shows $E_{n+1}\ne r$, so a start other than $r$ never lands on $r$, and successive iterates lie on opposite sides.

```lean
/-- For `g, r > 0` and a non-negative initial guess different from `r`, successive iterates
lie strictly on opposite sides of the Kane energy `r`. -/
theorem energyIter_alternates (hg : 0 < g) (hr : 0 < r) (h : r * massRatio g r = s)
    (h₀ : 0 ≤ E₀) (hne : E₀ ≠ r) (n : ℕ) :
    (energyIter s g E₀ (n + 1) - r) * (energyIter s g E₀ n - r) < 0 := by
  have key : ∀ m, energyIter s g E₀ m - r ≠ 0 →
      (energyIter s g E₀ (m + 1) - r) * (energyIter s g E₀ m - r) < 0 := by
    intro m hm
    have hy := energyIter_nonneg hg hr h h₀ m
    have e : energyIter s g E₀ (m + 1) - r
        = -(r / (g + energyIter s g E₀ m)) * (energyIter s g E₀ m - r) := error_step hg h hy
    have hp : 0 < r / (g + energyIter s g E₀ m) * (energyIter s g E₀ m - r) ^ 2 := by
      positivity
    rw [e]
    linarith
  -- an iterate never hits `r` exactly
  have hall : ∀ m, energyIter s g E₀ m - r ≠ 0 := by
    intro m
    induction m with
    | zero => exact sub_ne_zero.mpr hne
    | succ m ih => exact left_ne_zero_of_mul (key m ih).ne
  exact key n (hall n)
```

Solving the definition of $w_n$ for the energy gives
$$E_n=\frac{r+(g+r)w_n}{1-w_n},\qquad 1-w_n=\frac{g+2r}{E_n+g+r}>0 .$$
Because $|q|<1$, $w_n\to0$ and $E_n\to r$, whatever the size of $r/g$. Lean takes the limit of this expression first, then identifies it with the iterate. `Tendsto … atTop (𝓝 r)` is ordinary convergence to $r$.

```lean
/-- For `g, r > 0`, the self-consistent iteration converges to the Kane energy `r` from every
non-negative initial guess. -/
theorem energyIter_tendsto (hg : 0 < g) (hr : 0 < r) (h : r * massRatio g r = s)
    (h₀ : 0 ≤ E₀) : Tendsto (energyIter s g E₀) atTop (𝓝 r) := by
  have hq : |-(r / (g + r))| < 1 := by
    rw [abs_neg, abs_of_pos (by positivity), div_lt_one (by positivity)]
    linarith
  have hw := (tendsto_pow_atTop_nhds_zero_of_abs_lt_one hq).mul_const
    ((E₀ - r) / (E₀ + g + r))
  rw [zero_mul] at hw
  have hlim := ((hw.mul_const (g + r)).const_add r).div (hw.const_sub 1)
    (by norm_num : (1 : ℝ) - 0 ≠ 0)
  rw [show (r + 0 * (g + r)) / (1 - 0) = r by simp] at hlim
  refine hlim.congr fun n => ?_
  -- solve the closed form for the energy
  have hy := energyIter_nonneg hg hr h h₀ n
  have hc := energyIter_closed_form hg hr h h₀ n
  change (r + (-(r / (g + r))) ^ n * ((E₀ - r) / (E₀ + g + r)) * (g + r)) /
    (1 - (-(r / (g + r))) ^ n * ((E₀ - r) / (E₀ + g + r))) = energyIter s g E₀ n
  rw [← hc]
  generalize energyIter s g E₀ n = y at hy ⊢
  have hD : y + g + r ≠ 0 := by positivity
  have h1 : 1 - (y - r) / (y + g + r) = (g + 2 * r) / (y + g + r) := by
    linear_combination -(div_self hD)
  have h2 : 1 - (y - r) / (y + g + r) ≠ 0 := by
    rw [h1]
    positivity
  rw [div_eq_iff h2]
  linear_combination (y - r) * div_self hD
```

For $E_0\ne r$ the error identity may be divided by $E_n-r$:
$$\frac{E_{n+1}-r}{E_n-r}=-\frac{r}{g+E_n}\longrightarrow-\frac{r}{g+r}.$$

```lean
/-- For `g, r > 0` satisfying the Kane relation and a non-negative initial guess different from `r`,
the ratio of successive errors tends to `-r / (g + r)`. -/
theorem error_ratio_tendsto (hg : 0 < g) (hr : 0 < r) (h : r * massRatio g r = s)
    (h₀ : 0 ≤ E₀) (hne : E₀ ≠ r) :
    Tendsto (fun n => (energyIter s g E₀ (n + 1) - r) / (energyIter s g E₀ n - r))
      atTop (𝓝 (-(r / (g + r)))) := by
  have hgr : g + r ≠ 0 := by positivity
  have hlim := ((tendsto_const_nhds (x := r)).div
    ((energyIter_tendsto hg hr h h₀).const_add g) hgr).neg
  refine hlim.congr fun n => ?_
  have hn := right_ne_zero_of_mul (energyIter_alternates hg hr h h₀ hne n).ne
  have e : energyIter s g E₀ (n + 1) - r
      = -(r / (g + energyIter s g E₀ n)) * (energyIter s g E₀ n - r) :=
    error_step hg h (energyIter_nonneg hg hr h h₀ n)
  rw [e, mul_div_cancel_right₀ _ hn]
  rfl
```

## Starting at the band edge

With $E_0=0<r$, alternation puts $E_1$ above $r$, $E_2$ below, and so on; induction on $n$ gives $E_{2n}<r<E_{2n+1}$. The final theorem joins this to the two limits.

For this single-particle bulk band at one fixed wave vector, the limiting ratio shows that self-consistent mass updates converge slowly when the energy is large compared with $g$. The theorems concern real-number iterates without rounding, and neither confinement nor coupling between wave vectors enters the model.

```lean
/-- Let `g, r > 0` satisfy the Kane relation. Starting at the band edge `E = 0`, even iterates
lie below `r` and odd ones above, the iterates converge to `r`, and the ratio of successive
errors tends to `-r / (g + r)`. -/
theorem kane_iteration_from_band_edge (hg : 0 < g) (hr : 0 < r)
    (h : r * massRatio g r = s) :
    (∀ n, energyIter s g 0 (2 * n) < r ∧ r < energyIter s g 0 (2 * n + 1)) ∧
    Tendsto (energyIter s g 0) atTop (𝓝 r) ∧
    Tendsto (fun n => (energyIter s g 0 (n + 1) - r) / (energyIter s g 0 n - r))
      atTop (𝓝 (-(r / (g + r)))) := by
  have alt := energyIter_alternates hg hr h le_rfl hr.ne
  refine ⟨fun n => ?_, energyIter_tendsto hg hr h le_rfl,
    error_ratio_tendsto hg hr h le_rfl hr.ne⟩
  -- an iterate below `r` is followed by one above
  have up : ∀ m, energyIter s g 0 m < r → r < energyIter s g 0 (m + 1) := by
    intro m hm
    by_contra hc
    nlinarith [alt m, mul_nonneg (sub_nonneg.mpr (not_lt.mp hc)) (sub_pos.mpr hm).le]
  induction n with
  | zero => exact ⟨hr, up 0 hr⟩
  | succ n ih =>
    have hlow : energyIter s g 0 (2 * n + 1 + 1) < r := by
      by_contra hc
      nlinarith [alt (2 * n + 1),
        mul_nonneg (sub_nonneg.mpr (not_lt.mp hc)) (sub_pos.mpr ih.2).le]
    exact ⟨hlow, up _ hlow⟩

end

end KaneSelfConsistentMass
```

```lean
#print axioms KaneSelfConsistentMass.kane_energy_iff
-- 'KaneSelfConsistentMass.kane_energy_iff' depends on axioms: [propext, Classical.choice, Quot.sound]
#print axioms KaneSelfConsistentMass.kane_iteration_from_band_edge
-- 'KaneSelfConsistentMass.kane_iteration_from_band_edge' depends on axioms: [propext, Classical.choice, Quot.sound]
```
